# For distinct residuals, two-vector DIIS has exactly one solution, and for a scalar residual it is the secant step

Two-vector DIIS is defined here by what its weights achieve, the smallest norm of c1 r1 + c2 r2 among real pairs with c1 + c2 = 1, and not by a formula for those weights. The closed formula is a separate definition, and a theorem connects the two.

```lean
import Mathlib

open scoped InnerProductSpace

namespace TwoVectorDIIS

noncomputable section

variable {E : Type*} [NormedAddCommGroup E] [InnerProductSpace ℝ E]

/-- The pair `(c1, c2)` solves the two-vector DIIS problem: the coefficients sum to one, and
no other pair with sum one gives a mixed residual of smaller norm. -/
def IsDIIS (r1 r2 : E) (c1 c2 : ℝ) : Prop :=
  c1 + c2 = 1 ∧ ∀ d1 d2 : ℝ, d1 + d2 = 1 → ‖c1 • r1 + c2 • r2‖ ≤ ‖d1 • r1 + d2 • r2‖

/-- The closed formula `⟨r2, r2 - r1⟩ / ‖r1 - r2‖²` for the weight of the first residual,
meant for distinct residuals `r1 ≠ r2`. -/
def diisCoeff (r1 r2 : E) : ℝ := ⟪r2, r2 - r1⟫_ℝ / ‖r1 - r2‖ ^ 2

/-- The normal equation of the two-vector problem, with the denominator cleared. -/
theorem diisCoeff_mul (r1 r2 : E) :
    diisCoeff r1 r2 * ‖r1 - r2‖ ^ 2 = ⟪r2, r2 - r1⟫_ℝ := by
  by_cases h : r1 = r2
  · subst h
    simp [diisCoeff]
  · have hN : ‖r1 - r2‖ ^ 2 ≠ 0 := pow_ne_zero 2 (norm_ne_zero_iff.mpr (sub_ne_zero.mpr h))
    unfold diisCoeff
    exact div_mul_cancel₀ _ hN

/-- The overlap of a mixed residual with the difference `r1 - r2` is proportional to the
deviation of its weight from the DIIS coefficient. -/
theorem inner_mixed_residual (r1 r2 : E) (c : ℝ) :
    ⟪c • r1 + (1 - c) • r2, r1 - r2⟫_ℝ = (c - diisCoeff r1 r2) * ‖r1 - r2‖ ^ 2 := by
  have k := diisCoeff_mul r1 r2
  have h : ⟪r2, r2 - r1⟫_ℝ = -⟪r2, r1 - r2⟫_ℝ := by
    rw [← inner_neg_right, neg_sub]
  have e : c • r1 + (1 - c) • r2 = c • (r1 - r2) + r2 := by module
  rw [e, inner_add_left, real_inner_smul_left, real_inner_self_eq_norm_sq]
  linear_combination k + h

/-- Pythagoras for mixed residuals: the squared norm at weight `c` is the squared norm at the
DIIS coefficient plus a quadratic penalty for the deviation. -/
theorem norm_sq_mixed_residual (r1 r2 : E) (c : ℝ) :
    ‖c • r1 + (1 - c) • r2‖ ^ 2 =
      ‖diisCoeff r1 r2 • r1 + (1 - diisCoeff r1 r2) • r2‖ ^ 2
        + (c - diisCoeff r1 r2) ^ 2 * ‖r1 - r2‖ ^ 2 := by
  have e : c • r1 + (1 - c) • r2 =
      (diisCoeff r1 r2 • r1 + (1 - diisCoeff r1 r2) • r2)
        + (c - diisCoeff r1 r2) • (r1 - r2) := by module
  -- the cross term vanishes by orthogonality
  rw [e, norm_add_sq_real, real_inner_smul_right, inner_mixed_residual, norm_smul, mul_pow,
    Real.norm_eq_abs, sq_abs]
  ring

/-- Two-vector DIIS: for distinct residuals the constrained minimization has exactly one
solution, with first weight `⟨r2, r2 - r1⟩ / ‖r1 - r2‖²` and second weight its complement
to one. -/
theorem isDIIS_iff {r1 r2 : E} (hr : r1 ≠ r2) (c1 c2 : ℝ) :
    IsDIIS r1 r2 c1 c2 ↔ c1 = diisCoeff r1 r2 ∧ c2 = 1 - diisCoeff r1 r2 := by
  have hN : ‖r1 - r2‖ ^ 2 ≠ 0 := pow_ne_zero 2 (norm_ne_zero_iff.mpr (sub_ne_zero.mpr hr))
  constructor
  · rintro ⟨hs, hmin⟩
    obtain rfl : c2 = 1 - c1 := by linarith
    -- compare with the closed formula: the quadratic penalty must vanish
    have h1 := hmin (diisCoeff r1 r2) (1 - diisCoeff r1 r2) (by ring)
    have h2 := pow_le_pow_left₀ (norm_nonneg _) h1 2
    rw [norm_sq_mixed_residual r1 r2 c1] at h2
    have h3 : (c1 - diisCoeff r1 r2) ^ 2 * ‖r1 - r2‖ ^ 2 = 0 :=
      le_antisymm (by linarith) (by positivity)
    have h4 : (c1 - diisCoeff r1 r2) ^ 2 = 0 := (mul_eq_zero.mp h3).resolve_right hN
    have h5 : c1 = diisCoeff r1 r2 := sub_eq_zero.mp ((pow_eq_zero_iff two_ne_zero).mp h4)
    exact ⟨h5, by rw [h5]⟩
  · rintro ⟨rfl, rfl⟩
    refine ⟨by ring, fun d1 d2 hd => ?_⟩
    obtain rfl : d2 = 1 - d1 := by linarith
    apply (sq_le_sq₀ (norm_nonneg _) (norm_nonneg _)).mp
    rw [norm_sq_mixed_residual r1 r2 d1]
    have hp : 0 ≤ (d1 - diisCoeff r1 r2) ^ 2 * ‖r1 - r2‖ ^ 2 := by positivity
    linarith

/-- For distinct residuals, the squared norm of the optimal mixed residual is the Gram
determinant of `r1` and `r2` divided by `‖r1 - r2‖²`. -/
theorem minimal_residual {r1 r2 : E} (hr : r1 ≠ r2) {c1 c2 : ℝ} (h : IsDIIS r1 r2 c1 c2) :
    ‖c1 • r1 + c2 • r2‖ ^ 2 =
      (‖r1‖ ^ 2 * ‖r2‖ ^ 2 - ⟪r1, r2⟫_ℝ ^ 2) / ‖r1 - r2‖ ^ 2 := by
  have hN : ‖r1 - r2‖ ^ 2 ≠ 0 := pow_ne_zero 2 (norm_ne_zero_iff.mpr (sub_ne_zero.mpr hr))
  obtain ⟨rfl, rfl⟩ := (isDIIS_iff hr c1 c2).mp h
  -- Pythagoras at weight zero, where the mixed residual is `r2`
  have p := norm_sq_mixed_residual r1 r2 0
  simp only [zero_smul, zero_add, sub_zero, one_smul] at p
  have k := diisCoeff_mul r1 r2
  rw [inner_sub_right, real_inner_self_eq_norm_sq, real_inner_comm] at k
  have n := norm_sub_sq_real r1 r2
  rw [eq_div_iff hN]
  linear_combination (-‖r1 - r2‖ ^ 2) * p
    - (diisCoeff r1 r2 * ‖r1 - r2‖ ^ 2 + ‖r2‖ ^ 2 - ⟪r1, r2⟫_ℝ) * k + ‖r2‖ ^ 2 * n

/-- For a scalar residual `f` with `f x1 ≠ f x2`, the DIIS weights make the mixed residual
vanish, and the mixed iterate is the secant step. -/
theorem diis_eq_secant (f : ℝ → ℝ) {x1 x2 c1 c2 : ℝ} (hf : f x1 ≠ f x2)
    (h : IsDIIS (f x1) (f x2) c1 c2) :
    c1 * f x1 + c2 * f x2 = 0 ∧
      c1 * x1 + c2 * x2 = x2 - f x2 * (x2 - x1) / (f x2 - f x1) := by
  obtain ⟨hs, hmin⟩ := h
  have hD : f x2 - f x1 ≠ 0 := sub_ne_zero.mpr hf.symm
  -- an admissible pair with zero mixed residual
  have h0 := hmin (f x2 / (f x2 - f x1)) (-f x1 / (f x2 - f x1))
    (by rw [← add_div, ← sub_eq_add_neg, div_self hD])
  have hz : (f x2 / (f x2 - f x1)) • f x1 + (-f x1 / (f x2 - f x1)) • f x2 = 0 := by
    simp only [smul_eq_mul]
    ring
  rw [hz, norm_zero] at h0
  have hres : c1 * f x1 + c2 * f x2 = 0 := by
    simpa only [smul_eq_mul] using norm_le_zero_iff.mp h0
  refine ⟨hres, ?_⟩
  obtain rfl : c2 = 1 - c1 := by linarith
  have hc : c1 = f x2 / (f x2 - f x1) := by
    rw [eq_div_iff hD]
    linear_combination -hres
  rw [hc]
  ring

/-- For a linear system with residual `A x - b` and `A x1 ≠ A x2`, the mixed iterate has the
smallest true residual on the line through `x1` and `x2` exactly when its weight is the DIIS
coefficient of the two residuals. -/
theorem linear_system_line_search {V : Type*} [AddCommGroup V] [Module ℝ V]
    (A : V →ₗ[ℝ] E) (b : E) {x1 x2 : V} (hA : A x1 ≠ A x2) (c : ℝ) :
    (∀ t : ℝ, ‖A (c • x1 + (1 - c) • x2) - b‖ ≤ ‖A (t • x1 + (1 - t) • x2) - b‖) ↔
      c = diisCoeff (A x1 - b) (A x2 - b) := by
  -- the residual of a mixture is the mixture of the residuals
  have key : ∀ t : ℝ, A (t • x1 + (1 - t) • x2) - b =
      t • (A x1 - b) + (1 - t) • (A x2 - b) := by
    intro t
    rw [map_add, map_smul, map_smul]
    module
  have hr : A x1 - b ≠ A x2 - b := fun h => hA (sub_left_inj.mp h)
  simp only [key]
  constructor
  · intro h
    refine ((isDIIS_iff hr c (1 - c)).mp ⟨by ring, fun d1 d2 hd => ?_⟩).1
    obtain rfl : d2 = 1 - d1 := by linarith
    exact h d1
  · intro h t
    exact ((isDIIS_iff hr c (1 - c)).mpr ⟨h, by rw [h]⟩).2 t (1 - t) (by ring)

end

end TwoVectorDIIS
```

The vectors r1 and r2 are the residuals of two trial solutions x1 and x2. They live in `E`, a real inner-product space of any dimension. `IsDIIS r1 r2 c1 c2` says that the pair (c1, c2) has sum one and that no other such pair gives a shorter mixed residual. The weights may be negative or exceed one, so extrapolation is allowed. `diisCoeff r1 r2` is the number

γ = ⟨r2, r2 − r1⟩ / ‖r1 − r2‖².

The main theorem, `isDIIS_iff`, states that for r1 ≠ r2 a pair solves the minimization problem if and only if c1 = γ and c2 = 1 − γ. This gives existence and uniqueness together. If r1 = r2, every admissible pair gives the same residual and nothing singles out one of them, which is why the residuals must differ.

To derive the formula, write d = r1 − r2 and use the constraint to eliminate the second weight:

r(c) = c r1 + (1 − c) r2 = r2 + c d.

Since γ ‖d‖² = −⟨r2, d⟩, the overlap of the mixed residual with d is

⟨r(c), d⟩ = ⟨r2, d⟩ + c ‖d‖² = (c − γ) ‖d‖².

It vanishes at c = γ, so r(γ) is orthogonal to d. Because r(c) = r(γ) + (c − γ) d, Pythagoras gives

‖r(c)‖² = ‖r(γ)‖² + (c − γ)² ‖d‖².

The last term is never negative, and for d ≠ 0 it is zero only at c = γ. That proves the claim.

The Lean proof takes the same route. `diisCoeff_mul` clears the denominator in γ, `inner_mixed_residual` is the overlap formula, and `norm_sq_mixed_residual` is the Pythagorean identity; the tactic `module` checks the rearrangements of vectors. In `isDIIS_iff`, a given minimizer is compared with γ, which forces the quadratic term to be zero. Conversely, that term's non-negativity shows that γ is at least as good as any competitor.

The size of the best residual follows by setting c = 0, where r(0) = r2. With Bij = ⟨ri, rj⟩ we have ‖d‖² = B11 + B22 − 2 B12 and γ ‖d‖² = B22 − B12, hence

‖r(γ)‖² = B22 − (B22 − B12)² / ‖d‖² = (B11 B22 − B12²) / ‖d‖².

This is `minimal_residual`, whose final `linear_combination` carries out the same algebra. Two orthogonal residuals of equal nonzero length, for example, get weights 1/2 and 1/2, and the squared norm is halved.

The smallest case is a single real unknown with residual f. Write f1 = f(x1) and f2 = f(x2), with f1 ≠ f2. The weights f2/(f2 − f1) and −f1/(f2 − f1) add to one, and their mixed residual is (f2 f1 − f1 f2)/(f2 − f1) = 0. A minimizer can do no worse, so its mixed residual is also zero:

c1 f1 + (1 − c1) f2 = 0, hence c1 = f2/(f2 − f1).

The mixed iterate is therefore

c1 x1 + c2 x2 = x2 − c1 (x2 − x1) = x2 − f2 (x2 − x1)/(f2 − f1),

which is the secant step. `diis_eq_secant` follows this argument directly, using the zero-residual pair as the competitor. With f1 = 2 and f2 = 1 the weights are −1 and 2, and the step extrapolates to 2 x2 − x1. The function f need not be continuous, because only two of its values enter. What vanishes is the mixture of those values; f at the new point is generally not zero, and the theorem makes no statement about convergence.

For a linear system this gap between mixed and true residual closes. Let A be a linear map, b the right-hand side and A x − b the residual. Since b = t b + (1 − t) b,

A(t x1 + (1 − t) x2) − b = t (A x1 − b) + (1 − t) (A x2 − b).

Minimizing the mixed residual is then the same as minimizing the true residual along the line through x1 and x2. `linear_system_line_search` states this as an equivalence under the hypothesis A x1 ≠ A x2, which makes the two residuals distinct. In the proof, `key` is the displayed identity, and `isDIIS_iff` supplies the rest.

In a self-consistent-field program, x1 and x2 might be two stored Fock matrices and r1 and r2 their error vectors. The code collects the overlaps Bij and solves a small linear system with a Lagrange multiplier for the constraint. With a history of two and distinct real residuals, that system reduces to

c1 = (B22 − B12) / (B11 + B22 − 2 B12), c2 = 1 − c1.

For such a history, the result identifies the DIIS weights exactly, but the self-consistency map is nonlinear, so a small mixed residual is only a prediction for the next iterate. When densities or potentials are mixed instead of Fock matrices, many implementations also add a preconditioned copy of the mixed residual to the mixed iterate. In the scalar case with f1 ≠ f2 this addition is zero, and the secant step remains.

The theorems cover two vectors, real weights and the constraint that the weights add to one. Longer histories and complex weights are not treated. Neither are RMM-DIIS eigensolvers that normalize the mixed orbital instead of fixing the sum of the weights, since they solve a different small minimization problem.

```lean
#print axioms TwoVectorDIIS.isDIIS_iff
#print axioms TwoVectorDIIS.minimal_residual
#print axioms TwoVectorDIIS.diis_eq_secant
#print axioms TwoVectorDIIS.linear_system_line_search
```

```
'TwoVectorDIIS.isDIIS_iff' depends on axioms: [propext, Classical.choice, Quot.sound]
'TwoVectorDIIS.minimal_residual' depends on axioms: [propext, Classical.choice, Quot.sound]
'TwoVectorDIIS.diis_eq_secant' depends on axioms: [propext, Classical.choice, Quot.sound]
'TwoVectorDIIS.linear_system_line_search' depends on axioms: [propext, Classical.choice, Quot.sound]
```
